# The retarded potential $e^{iwr}/r$ solves the Helmholtz equation with a unit point source

At a fixed real frequency $w$, the retarded potential $e^{iwr}/r$ solves the Helmholtz equation at every separation $r>0$. At the origin it carries the source $-4\pi\delta$ of a unit point charge in Gaussian units, in the weak sense and for radial test functions. Among the waves $e^{ivr}/r$ with real $v$, the outgoing radiation condition at frequency $w$ admits only the one with $v=w$.

For $w\ge0$ this function is the radial factor of the frequency-dependent electron–electron interaction in Feynman gauge, which is used in relativistic atomic structure. It is treated here as a scalar function at one fixed real frequency, without the Dirac matrices that multiply it in that interaction.

```lean
import Mathlib

open Complex Filter Topology

namespace RetardedExchange

noncomputable section
```

Write
$$f(r)=\frac{e^{iwr}}{r}.$$
Units have $c=1$, so $w$ is both a frequency and a wave number. With the time factor $e^{-iwt}$ the phase is $w(r-t)$, which for $w\neq0$ describes a wave moving outwards. At $w=0$ the function is the Coulomb potential $1/r$ of a unit charge in Gaussian units. In Lean, `retardedPotential w r` takes two real numbers and returns a complex one. The word "exchange" in the code refers to the exchange of a photon between two electrons, not to the exchange potential of Hartree–Fock or density-functional theory.

```lean
/-- The retarded exchange potential `exp(iwr)/r` at frequency `w` (in units with `c = 1`),
for separations `r ≠ 0`. -/
def retardedPotential (w r : ℝ) : ℂ := Complex.exp (I * w * r) / r
```

## (a) The slope of the separation

The separation is real, but it enters complex expressions. Show that the map $x\mapsto x$ from the real numbers into the complex numbers satisfies, at every real $r$,
$$\frac{dx}{dx}\Big|_{x=r}=1 .$$

For real $h\neq 0$ the difference quotient is $\big((r+h)-r\big)/h=1$, and so is its limit.

```lean
/-- The real separation, read as a complex number, has unit slope. -/
theorem hasDerivAt_separation (r : ℝ) : HasDerivAt (fun x : ℝ => (x : ℂ)) 1 r := by
  simpa using (hasDerivAt_id r).ofReal_comp
```

The statement `HasDerivAt g g' r` says that `g` is differentiable at `r` with derivative `g'`. Here the variable is real and the values are complex, as in all the derivatives below. The proof takes the derivative of the real identity map and carries it over to complex values.

## (b) The slope of the phase

Show that for all real $w$ and $r$
$$\frac{d}{dr}e^{iwr}=iw\,e^{iwr}.$$

The exponent $iwr$ has derivative $iw$ by (a). The chain rule multiplies this by the exponential itself.

```lean
/-- The retardation phase `exp(iwr)` has radial derivative `iw exp(iwr)`. -/
theorem hasDerivAt_phase (w r : ℝ) :
    HasDerivAt (fun x : ℝ => Complex.exp (I * w * x)) (I * w * Complex.exp (I * w * r)) r :=
  ((hasDerivAt_separation r).const_mul (I * (w : ℂ))).cexp.congr_deriv (by ring)
```

The term `const_mul` differentiates the exponent, and `cexp` is the chain rule for the complex exponential. The closing `ring` only reorders the factors.

## (c) The first radial derivative

Show that for $r\neq0$
$$f'(r)=\frac{(iwr-1)\,e^{iwr}}{r^2}.$$

By the quotient rule, with (b) for the numerator and (a) for the denominator,
$$f'(r)=\frac{iw\,e^{iwr}\cdot r-e^{iwr}\cdot 1}{r^2}=\frac{(iwr-1)e^{iwr}}{r^2}.$$

```lean
/-- The radial derivative of the retarded potential is `(iwr - 1) exp(iwr)/r²`. -/
theorem hasDerivAt_retardedPotential (w : ℝ) {r : ℝ} (hr : r ≠ 0) :
    HasDerivAt (retardedPotential w)
      ((I * w * r - 1) * Complex.exp (I * w * r) / (r : ℂ) ^ 2) r := by
  have hc : (r : ℂ) ≠ 0 := by exact_mod_cast hr
  exact ((hasDerivAt_phase w r).fun_div (hasDerivAt_separation r) hc).congr_deriv (by ring)
```

The hypothesis `hr` keeps the separation away from the source. The quotient rule `fun_div` needs it in complex form, which is `hc`. Negative $r$ is allowed as well, although only $r>0$ is a physical separation.

## (d) The second radial derivative

Show that for $r\neq0$
$$f''(r)=\frac{(2-2iwr-w^2r^2)\,e^{iwr}}{r^3}.$$

Let $N(r)=(iwr-1)e^{iwr}$ be the numerator found in (c). The product rule gives
$$N'(r)=iw\,e^{iwr}+(iwr-1)\,iw\,e^{iwr}=-w^2r\,e^{iwr}.$$
The quotient rule then gives
$$f''(r)=\frac{N'(r)\,r^2-N(r)\,2r}{r^4}=\frac{-w^2r^3-2r(iwr-1)}{r^4}\,e^{iwr},$$
and cancelling one factor of $r$ leaves the stated form.

```lean
/-- The second radial derivative of the retarded potential is
`(2 - 2iwr - w²r²) exp(iwr)/r³`. -/
theorem hasDerivAt_deriv_retardedPotential (w : ℝ) {r : ℝ} (hr : r ≠ 0) :
    HasDerivAt (deriv (retardedPotential w))
      ((2 - 2 * I * w * r - (w : ℂ) ^ 2 * (r : ℂ) ^ 2) * Complex.exp (I * w * r)
        / (r : ℂ) ^ 3) r := by
  have hc : (r : ℂ) ≠ 0 := by exact_mod_cast hr
  have hsq : HasDerivAt (fun x : ℝ => (x : ℂ) ^ 2) (2 * (r : ℂ)) r := by
    simpa using (hasDerivAt_separation r).fun_pow 2
  have h := ((((hasDerivAt_separation r).const_mul (I * (w : ℂ))).sub_const 1).fun_mul
    (hasDerivAt_phase w r)).fun_div hsq (pow_ne_zero 2 hc)
  refine (h.congr_of_eventuallyEq ?_).congr_deriv ?_
  · filter_upwards [isOpen_ne.mem_nhds hr] with x hx
    exact (hasDerivAt_retardedPotential w hx).deriv
  · rw [div_eq_div_iff (pow_ne_zero 2 (pow_ne_zero 2 hc)) (pow_ne_zero 3 hc)]
    linear_combination (Complex.exp (I * w * r) * (r : ℂ) ^ 6 * (w : ℂ) ^ 2) * Complex.I_sq
```

The function being differentiated is `deriv (retardedPotential w)`, for which (c) supplies a formula only at nonzero arguments. That is enough, because a derivative at $r$ depends only on values near $r$, and all points close to a nonzero $r$ are nonzero. The `filter_upwards` step makes this argument. The last line compares the two fractions after cross-multiplication, and uses $i^2=-1$ in the form `Complex.I_sq`.

## (e) The equation away from the source

Show that for $r>0$
$$f''(r)+\frac{2}{r}f'(r)+w^2f(r)=0 .$$

The first two terms are the Laplacian of a spherically symmetric function in three dimensions. Put everything over $r^3$, using (c) and (d):
$$\frac{e^{iwr}}{r^3}\Big[(2-2iwr-w^2r^2)+(2iwr-2)+w^2r^2\Big]=0 .$$
The constants, the terms linear in $r$ and the quadratic terms cancel separately.

```lean
/-- Away from the source the retarded potential solves the radial Helmholtz equation
`f'' + 2f'/r + w²f = 0`. -/
theorem helmholtz (w : ℝ) {r : ℝ} (hr : 0 < r) :
    deriv (deriv (retardedPotential w)) r + 2 / (r : ℂ) * deriv (retardedPotential w) r
      + (w : ℂ) ^ 2 * retardedPotential w r = 0 := by
  have hc : (r : ℂ) ≠ 0 := by exact_mod_cast hr.ne'
  rw [(hasDerivAt_deriv_retardedPotential w hr.ne').deriv,
    (hasDerivAt_retardedPotential w hr.ne').deriv, retardedPotential]
  generalize Complex.exp (I * w * r) = E
  -- bring the term `w²f` to the common denominator
  have h : (w : ℂ) ^ 2 * (E / r) = (w : ℂ) ^ 2 * (r : ℂ) ^ 2 * E / (r : ℂ) ^ 3 := by
    field_simp
  rw [h]
  ring
```

The two `deriv` expressions are replaced by the formulas from (d) and (c). The exponential is a common factor whose form no longer matters, so `generalize` gives it the name `E`. The step `h` brings the term $w^2f$ to the denominator $r^3$, and `ring` carries out the cancellation.

## (f) The flux near the origin

Show that
$$r^2f'(r)\to-1\qquad\text{as } r\to0^+ .$$

By (c), $r^2f'(r)=(iwr-1)e^{iwr}$ for $r>0$. The right-hand side is continuous on the whole real line, and its value at $r=0$ is $-1$. The flux of the gradient through a small sphere, $4\pi r^2f'(r)$, therefore tends to $-4\pi$ whatever the frequency, as for a static unit charge.

```lean
/-- The radial flux `r² f'(r)` of the retarded potential tends to `-1` at the origin. -/
theorem flux_tendsto (w : ℝ) :
    Tendsto (fun r : ℝ => (r : ℂ) ^ 2 * deriv (retardedPotential w) r)
      (𝓝[>] 0) (𝓝 (-1)) := by
  have hcont : Continuous
      (fun r : ℝ => (I * w * r - 1) * Complex.exp (I * w * r)) := by fun_prop
  have hv : (I * w * ((0 : ℝ) : ℂ) - 1) * Complex.exp (I * w * ((0 : ℝ) : ℂ)) = -1 := by
    simp
  have h0 := hcont.tendsto 0
  rw [hv] at h0
  refine Tendsto.congr' ?_ (h0.mono_left nhdsWithin_le_nhds)
  filter_upwards [self_mem_nhdsWithin] with r hr
  have hr' : 0 < r := hr
  have hc : (r : ℂ) ≠ 0 := by exact_mod_cast hr'.ne'
  rw [(hasDerivAt_retardedPotential w hr'.ne').deriv]
  field_simp
```

The filter `𝓝[>] 0` expresses the approach to zero from above. In the proof, `hcont` is the continuity of the regular expression and `hv` its value at the origin. `Tendsto.congr'` transfers the limit to $r^2f'(r)$, since the two functions agree for all $r>0$.

## (g) The strength of the point source

Let $R>0$, and let $\varphi$ be a complex-valued function on the real line with first derivative $\varphi_1$ and continuous second derivative $\varphi_2$. Suppose that $\varphi(R)=\varphi_1(R)=0$. Show that
$$\int_0^R4\pi r^2\,f(r)\Big(\varphi_2(r)+\frac2r\varphi_1(r)+w^2\varphi(r)\Big)dr=-4\pi\,\varphi(0).$$

This is the equation $(\nabla^2+w^2)f=-4\pi\delta$, with $\delta$ the point source at the origin, after the differential operator has been moved onto a radial test function. The factor $4\pi$ is the Gaussian normalisation of a unit charge.

The volume element cancels the singularity, and the integrand becomes
$$4\pi\,e^{iwr}\big(r\varphi_2+2\varphi_1+w^2r\varphi\big).$$
Now consider the Green flux
$$G(r)=e^{iwr}\big(r\varphi_1+(1-iwr)\varphi\big),$$
which equals $r^2(f\varphi_1-f'\varphi)$ for $r>0$. Its derivative is
$$\begin{aligned}G'&=e^{iwr}\big[iwr\varphi_1+iw\varphi+w^2r\varphi\\&\qquad+\varphi_1+r\varphi_2-iw\varphi+(1-iwr)\varphi_1\big]\\&=e^{iwr}\big(r\varphi_2+2\varphi_1+w^2r\varphi\big).\end{aligned}$$
The integral is therefore $4\pi\,(G(R)-G(0))$. The conditions at $R$ give $G(R)=0$, and setting $r=0$ gives $G(0)=\varphi(0)$.

```lean
/-- Point source in weak form: for a radial test function `φ` that vanishes with its slope at
radius `R`, the integral of `f (φ'' + 2φ'/r + w²φ)` over the ball of radius `R` is `-4π φ(0)`. -/
theorem point_source (w : ℝ) {R : ℝ} (hR : 0 < R) (φ φ₁ φ₂ : ℝ → ℂ)
    (h₁ : ∀ r, HasDerivAt φ (φ₁ r) r) (h₂ : ∀ r, HasDerivAt φ₁ (φ₂ r) r)
    (hφ₂ : Continuous φ₂) (hφR : φ R = 0) (hφ₁R : φ₁ R = 0) :
    ∫ r in (0 : ℝ)..R, 4 * (Real.pi : ℂ) * (r : ℂ) ^ 2 *
      (retardedPotential w r * (φ₂ r + 2 / (r : ℂ) * φ₁ r + (w : ℂ) ^ 2 * φ r))
      = -(4 * (Real.pi : ℂ) * φ 0) := by
  have hφ : Continuous φ := continuous_iff_continuousAt.2 fun r => (h₁ r).continuousAt
  have hφ₁ : Continuous φ₁ := continuous_iff_continuousAt.2 fun r => (h₂ r).continuousAt
  -- the Green flux is an antiderivative of the weighted integrand
  have hG : ∀ r : ℝ, HasDerivAt
      (fun x : ℝ => Complex.exp (I * w * x) * ((x : ℂ) * φ₁ x + (1 - I * w * x) * φ x))
      (Complex.exp (I * w * r) * ((r : ℂ) * φ₂ r + 2 * φ₁ r + (w : ℂ) ^ 2 * r * φ r)) r := by
    intro r
    have ha := (hasDerivAt_separation r).fun_mul (h₂ r)
    have hb := (((hasDerivAt_separation r).const_mul (I * (w : ℂ))).const_sub 1).fun_mul (h₁ r)
    refine ((hasDerivAt_phase w r).fun_mul (ha.fun_add hb)).congr_deriv ?_
    linear_combination
      (-(Complex.exp (I * w * r) * φ r * r * (w : ℂ) ^ 2)) * Complex.I_sq
  have hcont : Continuous (fun r : ℝ => Complex.exp (I * w * r) *
      ((r : ℂ) * φ₂ r + 2 * φ₁ r + (w : ℂ) ^ 2 * r * φ r)) := by fun_prop
  have hint := intervalIntegral.integral_eq_sub_of_hasDerivAt
    (fun x _ => hG x) (hcont.intervalIntegrable 0 R)
  -- the volume element removes the singularity of the integrand
  have hcongr : ∫ r in (0 : ℝ)..R, 4 * (Real.pi : ℂ) * (r : ℂ) ^ 2 *
      (retardedPotential w r * (φ₂ r + 2 / (r : ℂ) * φ₁ r + (w : ℂ) ^ 2 * φ r))
      = ∫ r in (0 : ℝ)..R, 4 * (Real.pi : ℂ) * (Complex.exp (I * w * r) *
        ((r : ℂ) * φ₂ r + 2 * φ₁ r + (w : ℂ) ^ 2 * r * φ r)) := by
    refine intervalIntegral.integral_congr_ae (Eventually.of_forall fun r hr => ?_)
    rw [Set.uIoc_of_le hR.le] at hr
    have hc : (r : ℂ) ≠ 0 := by exact_mod_cast hr.1.ne'
    have hq : (r : ℂ) * (r : ℂ)⁻¹ = 1 := mul_inv_cancel₀ hc
    rw [retardedPotential]
    linear_combination (4 * (Real.pi : ℂ) * Complex.exp (I * w * r) *
      (r * φ₂ r + (w : ℂ) ^ 2 * r * φ r + 2 * φ₁ r * (r * (r : ℂ)⁻¹ + 1))) * hq
  rw [hcongr, intervalIntegral.integral_const_mul, hint, hφR, hφ₁R]
  simp
```

In Lean the test function comes with its derivatives `φ₁` and `φ₂`, tied to it by `h₁` and `h₂`. The boundary conditions `hφR` and `hφ₁R` stand for a test function that joins smoothly to zero at the surface of the ball, so that no surface term remains. The slope at the origin is left free. The theorem treats radial test functions only; a general one can be reduced to this case by averaging it over angles.

The proof follows the calculation. `hG` is the derivative of the Green flux, `hint` is the fundamental theorem of calculus, and `hcongr` removes the singular factors from the integrand. That last step works on $0<r\le R$, so the value $0$ that Lean assigns to `retardedPotential w 0` has no influence on the integral.

## (h) Outgoing waves

The equation contains $w$ only through $w^2$, so $e^{-iwr}/r$ solves it too, with the same source. That is the advanced potential. For $w\neq0$ a condition at large distance can tell the two apart. For real $v$ let $f_v(r)=e^{ivr}/r$. Show that
$$r\big(f_v'(r)-iw\,f_v(r)\big)\to0\ \text{ as } r\to\infty\quad\Longleftrightarrow\quad v=w .$$

Part (c), with $v$ in place of $w$, gives for $r>0$
$$r\big(f_v'-iwf_v\big)=e^{ivr}\Big(i(v-w)-\frac1r\Big).$$
The phase has modulus one, so the modulus of the left-hand side tends to $|v-w|$. A complex quantity tends to zero exactly when its modulus does, and here that means $v=w$.

For $w\neq0$ this rejects the advanced potential, which has $v=-w$. At $w=0$ the retarded and advanced potentials coincide.

```lean
/-- The wave `exp(ivr)/r` meets the outgoing radiation condition `r (f' - iwf) → 0` at large
distance exactly when `v = w`. -/
theorem radiation_condition_iff (v w : ℝ) :
    Tendsto (fun r : ℝ => (r : ℂ) *
      (deriv (retardedPotential v) r - I * w * retardedPotential v r)) atTop (𝓝 0)
      ↔ v = w := by
  have h1 : Tendsto (fun r : ℝ => ((r⁻¹ : ℝ) : ℂ)) atTop (𝓝 ((0 : ℝ) : ℂ)) :=
    (Complex.continuous_ofReal.tendsto 0).comp tendsto_inv_atTop_zero
  have h2 := ((tendsto_const_nhds (x := I * ((v : ℂ) - w))).sub h1).norm
  -- up to a phase the expression is `i(v - w) - 1/r`
  have h3 : Tendsto (fun r : ℝ => ‖(r : ℂ) *
      (deriv (retardedPotential v) r - I * w * retardedPotential v r)‖) atTop
      (𝓝 ‖I * ((v : ℂ) - w) - ((0 : ℝ) : ℂ)‖) := by
    refine Tendsto.congr' ?_ h2
    filter_upwards [eventually_gt_atTop (0 : ℝ)] with r hr
    have hc : (r : ℂ) ≠ 0 := by exact_mod_cast hr.ne'
    have hq : (r : ℂ) * (r : ℂ)⁻¹ = 1 := mul_inv_cancel₀ hc
    have hE : ‖Complex.exp (I * v * r)‖ = 1 := by simp [Complex.norm_exp]
    have key : (r : ℂ) * (deriv (retardedPotential v) r - I * w * retardedPotential v r)
        = Complex.exp (I * v * r) * (I * ((v : ℂ) - w) - ((r⁻¹ : ℝ) : ℂ)) := by
      rw [(hasDerivAt_retardedPotential v hr.ne').deriv, retardedPotential, Complex.ofReal_inv]
      linear_combination (Complex.exp (I * v * r) *
        (I * v * (r * (r : ℂ)⁻¹ + 1) - (r : ℂ)⁻¹ - I * w)) * hq
    rw [key, norm_mul, hE, one_mul]
  rw [tendsto_zero_iff_norm_tendsto_zero]
  constructor
  · intro h
    have h4 := norm_eq_zero.1 (tendsto_nhds_unique h h3).symm
    rw [Complex.ofReal_zero, sub_zero] at h4
    have h5 := (mul_eq_zero.1 h4).resolve_left Complex.I_ne_zero
    exact_mod_cast sub_eq_zero.1 h5
  · intro hvw
    have e : ‖I * ((v : ℂ) - w) - ((0 : ℝ) : ℂ)‖ = 0 := by simp [hvw]
    rwa [e] at h3

end

end RetardedExchange
```

The condition stands for the absence of radiation coming in from far away. The theorem compares pure waves $e^{ivr}/r$ with one another, and is not a uniqueness theorem for all solutions of the Helmholtz equation.

In the proof, `key` is the factorised expression above, `hE` says that the phase has modulus one, and `h3` is the limit of the modulus. For the forward direction, `tendsto_nhds_unique` equates the assumed limit $0$ with the limit in `h3`, and $v=w$ follows. For the converse, putting $v=w$ turns the limit in `h3` into zero.

```lean
#print axioms RetardedExchange.helmholtz
#print axioms RetardedExchange.flux_tendsto
#print axioms RetardedExchange.point_source
#print axioms RetardedExchange.radiation_condition_iff
```

```
'RetardedExchange.helmholtz' depends on axioms: [propext, Classical.choice, Quot.sound]
'RetardedExchange.flux_tendsto' depends on axioms: [propext, Classical.choice, Quot.sound]
'RetardedExchange.point_source' depends on axioms: [propext, Classical.choice, Quot.sound]
'RetardedExchange.radiation_condition_iff' depends on axioms: [propext, Classical.choice, Quot.sound]
```
